# The second Shanks transform recovers the constant behind two nonzero geometric transients with distinct ratios other than 0 and 1

For a sequence $u$ over a field $K$, let $H_k(u)_n$ be the determinant of the $k\times k$ matrix with entries $u_{n+i+j}$, $i,j=0,\dots,k-1$, and let $(\Delta^2u)_n=u_{n+2}-2u_{n+1}+u_n$. The Shanks transform of order $k$ is $H_{k+1}(u)_n/H_k(\Delta^2u)_n$, and the model sequence is $f_n=s+\sum_{i=0}^{k-1}a_ip_i^n$, a constant plus $k$ transients.

In Lean 4 with Mathlib:

```lean
import Mathlib

open Matrix

namespace ShanksTransform

noncomputable section

variable {K : Type*} [Field K]

/-- The `k` by `k` Hankel determinant of the sequence `u`, starting at index `n`. -/
def hankelDet (k : ℕ) (u : ℕ → K) (n : ℕ) : K :=
  (Matrix.of fun i j : Fin k => u (n + (i : ℕ) + (j : ℕ))).det

/-- The second forward difference of a sequence. -/
def secondDiff (u : ℕ → K) (n : ℕ) : K := u (n + 2) - 2 * u (n + 1) + u n

/-- The Shanks transform of order `k`: a Hankel determinant of the sequence divided by the
Hankel determinant, one size smaller, of its second differences. -/
def shanks (k : ℕ) (u : ℕ → K) (n : ℕ) : K :=
  hankelDet (k + 1) u n / hankelDet k (secondDiff u) n

/-- A constant `s` plus `k` geometric transients with amplitudes `a i` and ratios `p i`. -/
def transientSum {k : ℕ} (s : K) (a p : Fin k → K) (n : ℕ) : K :=
  s + ∑ i, a i * p i ^ n

/-- The Hankel determinant of a sum of `k` geometric sequences is the product of their current
values times the squared Vandermonde determinant of their ratios. -/
theorem hankelDet_geometric {k : ℕ} (a p : Fin k → K) (n : ℕ) :
    hankelDet k (fun m => ∑ i, a i * p i ^ m) n
      = (∏ i, a i * p i ^ n) * (vandermonde p).det ^ 2 := by
  -- the Hankel matrix factors through the modes
  have h : (Matrix.of fun i j : Fin k => ∑ l, a l * p l ^ (n + (i : ℕ) + (j : ℕ)))
      = (vandermonde p)ᵀ * diagonal (fun l => a l * p l ^ n) * vandermonde p := by
    ext i j
    rw [Matrix.mul_apply]
    simp only [Matrix.of_apply, Matrix.mul_diagonal, Matrix.transpose_apply,
      Matrix.vandermonde_apply]
    refine Finset.sum_congr rfl fun l _ => ?_
    ring
  unfold hankelDet
  rw [h, Matrix.det_mul, Matrix.det_mul, Matrix.det_transpose, Matrix.det_diagonal]
  ring

/-- Adjoining the ratio 1 to the ratios `p i` multiplies the Vandermonde determinant by the
product of all `p i - 1`. -/
theorem det_vandermonde_cons_one {k : ℕ} (p : Fin k → K) :
    (vandermonde (Fin.cons 1 p : Fin (k + 1) → K)).det
      = (∏ i, (p i - 1)) * (vandermonde p).det := by
  rw [Matrix.det_vandermonde, Matrix.det_vandermonde, Fin.prod_univ_succ]
  simp only [Fin.prod_Ioi_zero, Fin.prod_Ioi_succ, Fin.cons_zero, Fin.cons_succ]

/-- Second differencing removes the constant and multiplies each transient by `(p i - 1) ^ 2`. -/
theorem secondDiff_transientSum {k : ℕ} (s : K) (a p : Fin k → K) :
    secondDiff (transientSum s a p) = fun m => ∑ i, (a i * (p i - 1) ^ 2) * p i ^ m := by
  funext m
  have h : ∑ i, (a i * (p i - 1) ^ 2) * p i ^ m
      = ∑ i, a i * p i ^ (m + 2) - 2 * ∑ i, a i * p i ^ (m + 1) + ∑ i, a i * p i ^ m := by
    rw [Finset.mul_sum, ← Finset.sum_sub_distrib, ← Finset.sum_add_distrib]
    refine Finset.sum_congr rfl fun i _ => ?_
    ring
  simp only [secondDiff, transientSum]
  rw [h]
  ring

/-- For a constant plus `k` transients, the numerator of the Shanks transform is the constant
times the denominator, whatever the amplitudes and ratios. -/
theorem hankelDet_transientSum {k : ℕ} (s : K) (a p : Fin k → K) (n : ℕ) :
    hankelDet (k + 1) (transientSum s a p) n
      = s * hankelDet k (secondDiff (transientSum s a p)) n := by
  -- the constant is one more geometric mode, of ratio 1
  have h : transientSum s a p = fun m => ∑ i : Fin (k + 1),
      (Fin.cons s a : Fin (k + 1) → K) i * (Fin.cons 1 p : Fin (k + 1) → K) i ^ m := by
    funext m
    simp [transientSum, Fin.sum_univ_succ]
  rw [secondDiff_transientSum, hankelDet_geometric, h, hankelDet_geometric,
    det_vandermonde_cons_one, Fin.prod_univ_succ]
  simp only [Fin.cons_zero, Fin.cons_succ, one_pow, Finset.prod_mul_distrib, Finset.prod_pow]
  ring

/-- The denominator of the Shanks transform is nonzero exactly when every transient is nonzero
at step `n`, no ratio equals 1, and the ratios are distinct. -/
theorem denominator_ne_zero_iff {k : ℕ} (s : K) (a p : Fin k → K) (n : ℕ) :
    hankelDet k (secondDiff (transientSum s a p)) n ≠ 0
      ↔ (∀ i, a i * p i ^ n ≠ 0 ∧ p i ≠ 1) ∧ Function.Injective p := by
  rw [secondDiff_transientSum, hankelDet_geometric, mul_ne_zero_iff, Finset.prod_ne_zero_iff,
    pow_ne_zero_iff two_ne_zero, Matrix.det_vandermonde_ne_zero_iff]
  refine and_congr ⟨fun h i => ?_, fun h i _ => ?_⟩ Iff.rfl
  · have hi := h i (Finset.mem_univ i)
    refine ⟨fun h0 => hi ?_, fun h1 => hi ?_⟩
    · linear_combination (p i - 1) ^ 2 * h0
    · rw [h1]
      ring
  · have e : a i * (p i - 1) ^ 2 * p i ^ n = (a i * p i ^ n) * (p i - 1) ^ 2 := by ring
    rw [e]
    exact mul_ne_zero (h i).1 (pow_ne_zero 2 (sub_ne_zero.2 (h i).2))

/-- The Shanks transform of order `k` recovers the constant exactly from a sequence with `k`
nonzero transients whose ratios are distinct and different from 0 and 1. -/
theorem shanks_exact {k : ℕ} (s : K) (a p : Fin k → K) (n : ℕ)
    (ha : ∀ i, a i ≠ 0) (hp0 : ∀ i, p i ≠ 0) (hp1 : ∀ i, p i ≠ 1)
    (hp : Function.Injective p) :
    shanks k (transientSum s a p) n = s := by
  have hD := (denominator_ne_zero_iff s a p n).2
    ⟨fun i => ⟨mul_ne_zero (ha i) (pow_ne_zero n (hp0 i)), hp1 i⟩, hp⟩
  unfold shanks
  rw [hankelDet_transientSum, mul_div_cancel_right₀ _ hD]

/-- The second Shanks transform written out with its 3 by 3 and 2 by 2 matrices. -/
theorem shanks_two (f : ℕ → K) (n : ℕ) :
    shanks 2 f n =
      (!![f n, f (n + 1), f (n + 2);
          f (n + 1), f (n + 2), f (n + 3);
          f (n + 2), f (n + 3), f (n + 4)]).det /
      (!![secondDiff f n, secondDiff f (n + 1);
          secondDiff f (n + 1), secondDiff f (n + 2)]).det := by
  have h3 : hankelDet 3 f n = (!![f n, f (n + 1), f (n + 2);
      f (n + 1), f (n + 2), f (n + 3); f (n + 2), f (n + 3), f (n + 4)]).det := by
    unfold hankelDet
    refine congrArg Matrix.det ?_
    ext i j
    fin_cases i <;> fin_cases j <;> rfl
  have h2 : hankelDet 2 (secondDiff f) n = (!![secondDiff f n, secondDiff f (n + 1);
      secondDiff f (n + 1), secondDiff f (n + 2)]).det := by
    unfold hankelDet
    refine congrArg Matrix.det ?_
    ext i j
    fin_cases i <;> fin_cases j <;> rfl
  exact congrArg₂ (· / ·) h3 h2

/-- For `f n = s + a p ^ n + b q ^ n` with nonzero amplitudes and distinct ratios outside
`{0, 1}`, the 3 by 3 Hankel determinant of `f` divided by the 2 by 2 Hankel determinant of its
second differences equals `s`. -/
theorem second_shanks_exact (f : ℕ → K) (s a b p q : K)
    (hf : ∀ n, f n = s + a * p ^ n + b * q ^ n) (ha : a ≠ 0) (hb : b ≠ 0)
    (hp0 : p ≠ 0) (hp1 : p ≠ 1) (hq0 : q ≠ 0) (hq1 : q ≠ 1) (hpq : p ≠ q) (n : ℕ) :
    (!![f n, f (n + 1), f (n + 2);
        f (n + 1), f (n + 2), f (n + 3);
        f (n + 2), f (n + 3), f (n + 4)]).det /
    (!![secondDiff f n, secondDiff f (n + 1);
        secondDiff f (n + 1), secondDiff f (n + 2)]).det = s := by
  have hfun : f = transientSum s ![a, b] ![p, q] := by
    funext m
    simp [transientSum, hf, Fin.sum_univ_two, add_assoc]
  have hinj : Function.Injective ![p, q] := by
    have hqp := hpq.symm
    intro i j h
    fin_cases i <;> fin_cases j <;> simp_all
  rw [← shanks_two, hfun]
  exact shanks_exact s ![a, b] ![p, q] n (by simp [Fin.forall_fin_two, ha, hb])
    (by simp [Fin.forall_fin_two, hp0, hq0]) (by simp [Fin.forall_fin_two, hp1, hq1]) hinj

/-- With constant term 0 and three transients of unit amplitude and ratios 1/2, -1/2 and 1/4,
the second Shanks transform at step 0 gives 2/73. -/
theorem second_shanks_three_transients :
    shanks 2 (transientSum (0 : ℚ) ![1, 1, 1] ![1 / 2, -1 / 2, 1 / 4]) 0 = 2 / 73 := by
  rw [shanks_two, Matrix.det_fin_three, Matrix.det_fin_two]
  -- read off the matrix entries, then evaluate the rational numbers
  simp [secondDiff, transientSum, Fin.sum_univ_succ]
  norm_num

end

end ShanksTransform
```

```lean
#print axioms ShanksTransform.second_shanks_exact
#print axioms ShanksTransform.second_shanks_three_transients
```

```
'ShanksTransform.second_shanks_exact' depends on axioms: [propext, Classical.choice, Quot.sound]
'ShanksTransform.second_shanks_three_transients' depends on axioms: [propext, Classical.choice, Quot.sound]
```

## What the theorems say about an iteration

In the file these objects are `hankelDet`, `secondDiff`, `shanks` and `transientSum`. The amplitudes and ratios are functions on `Fin k`, and `Function.Injective p` says that the ratios are distinct. The main theorem, `shanks_exact`, states that the transform equals $s$ at every $n$ if all $a_i$ are nonzero and the $p_i$ are distinct and different from 0 and 1. For $k=0$ the denominator is the empty determinant, 1, and the transform returns the constant sequence itself.

`second_shanks_exact` is the case $k=2$ with both matrices written out, for $f_n=s+ap^n+bq^n$.

Such sequences arise from a linear fixed-point iteration with a diagonalisable iteration matrix that has no eigenvalue 1: each component is its fixed-point value plus a sum of eigenmodes, whose ratios are the eigenvalues. Over $\mathbb C$, a non-real ratio describes an oscillating mode. No ratio has to be smaller than 1 in modulus, so $s$ need not be a limit.

The hypotheses have direct meanings. A transient of ratio 1 is indistinguishable from the constant, equal ratios merge two modes into one, and a ratio of 0 leaves no transient after step 0. A self-consistent-field energy near convergence fits the model only as far as its error is a sum of exactly $k$ geometric transients. If the energy is stationary at the solution, its error is to leading order quadratic in the error of the density, so its ratios are products of two eigenvalues, and two density modes can give three transients.

## Factoring out the modes

Take first a pure sum $u_m=\sum_l c_lr_l^m$ with $k$ terms. Its Hankel entries are
$$u_{n+i+j}=\sum_l r_l^i\,(c_lr_l^n)\,r_l^j .$$
With $V_{li}=r_l^i$ and $D=\mathrm{diag}(c_lr_l^n)$, the matrix is $V^{T}DV$, so
$$H_k(u)_n=\Big(\prod_l c_lr_l^n\Big)(\det V)^2 .$$
This is `hankelDet_geometric`.

The constant $s$ is a further mode of amplitude $s$ and ratio 1. Since $\det V=\prod_{i<j}(r_j-r_i)$, adjoining the ratio 1 to the $p_i$ multiplies the determinant by $\prod_i(p_i-1)$. Writing $V$ for the Vandermonde matrix of the $p_i$ alone, the numerator is
$$H_{k+1}(f)_n=s\prod_i a_ip_i^n\,\prod_i(p_i-1)^2\,(\det V)^2 .$$

Second differencing removes $s$ and gives
$$(\Delta^2f)_m=\sum_i a_i(p_i^2-2p_i+1)p_i^m=\sum_i a_i(p_i-1)^2p_i^m .$$
The first formula now yields the denominator
$$H_k(\Delta^2f)_n=\prod_i a_i(p_i-1)^2p_i^n\,(\det V)^2 .$$
Hence the numerator is $s$ times the denominator, with no condition on amplitudes or ratios (`hankelDet_transientSum`). `denominator_ne_zero_iff` reads off when the denominator is nonzero, and `shanks_exact` divides. For $k=2$ the denominator is $ab(pq)^n(p-1)^2(q-1)^2(q-p)^2$.

To reach the explicit form, `shanks_two` compares the matrices entry by entry, and `second_shanks_exact` rewrites $f$ as a `transientSum` with amplitudes `![a, b]` and ratios `![p, q]`.

## The constant as a mode: `Fin.cons`

The proof turns on `Fin.cons 1 p`, which puts 1 at index 0 and shifts the $p_i$ up by one. The numerator thereby becomes an instance of the same geometric formula, at size $k+1$. In `det_vandermonde_cons_one`, `Fin.prod_univ_succ` splits off index 0 from the Vandermonde product, and `Fin.prod_Ioi_zero` turns its factors into $\prod_i(p_i-1)$. What remains is the smaller determinant.

## Five values in a calculation

At order 2, a code needs five consecutive values $f_n,\dots,f_{n+4}$. If they share a large offset, as total energies do, it helps to subtract $f_{n+4}$ first and add it back to the result: the shifted sequence has the same transients and the constant $s-f_{n+4}$. The denominator is quadratic in the size of the transients, so a small value alone is no warning; the quotient is meaningless when the denominator is no larger than its own rounding error.

A third mode spoils exactness. In `second_shanks_three_transients` the constant is 0, the amplitudes are 1 and the ratios are $1/2,-1/2,1/4$. The transform at $n=0$ gives $2/73\approx0.027$ instead of 0. This is nearer to 0 than the last value it uses, $f_4=33/256\approx0.129$, but not as near as $f_3=1/64\approx0.016$.
